# A thin sheet of polarisability α ≥ 0 screens a charge wave of wavenumber q by the factor 1 + 2παq

In Gaussian units, let a sheet at $z=0$ carry a charge wave of wavenumber $q=1$ and amplitude $1$, which by itself would produce the potential $2\pi$ at the sheet, and let the sheet have the polarisability $\alpha=1/(2\pi)$. A potential $\varphi(0)$ then induces the charge $-\varphi(0)/(2\pi)$, which lowers the potential by $\varphi(0)$, so that $\varphi(0)=2\pi-\varphi(0)$ and hence $\varphi(0)=\pi$, half the unscreened value.

```lean
import Mathlib

open Filter Topology
open scoped Real

namespace SheetScreening

/-- The dielectric function `1 + 2π α q` of a sheet with polarisability `α` at wavenumber `q`. -/
noncomputable def sheetDielectric (α q : ℝ) : ℝ := 1 + 2 * π * α * q

/-- `φ` is a bounded potential, at in-plane wavenumber `q`, of a sheet at `z = 0` with
polarisability `α` and external charge amplitude `σ`; the induced charge is `-α q² φ(0)`. -/
structure IsSheetPotential (q α σ : ℝ) (φ : ℝ → ℝ) : Prop where
  continuous : Continuous φ
  bounded : ∃ M, ∀ z, |φ z| ≤ M
  differentiable : ∀ z, z ≠ 0 → DifferentiableAt ℝ φ z
  laplace : ∀ z, z ≠ 0 → HasDerivAt (deriv φ) (q ^ 2 * φ z) z
  jump : ∃ a b, Tendsto (deriv φ) (𝓝[>] 0) (𝓝 a) ∧ Tendsto (deriv φ) (𝓝[<] 0) (𝓝 b) ∧
    a - b = -4 * π * (σ - α * q ^ 2 * φ 0)

/-- The slope of the exponential `exp (s z)` is `s exp (s z)`. -/
lemma exp_deriv (s z : ℝ) :
    HasDerivAt (fun x => Real.exp (s * x)) (s * Real.exp (s * z)) z :=
  (((hasDerivAt_id' z).const_mul s).exp).congr_deriv (by ring)

/-- An exponential profile tends to its amplitude at the sheet, from any side. -/
lemma exp_limit (s A : ℝ) (S : Set ℝ) :
    Tendsto (fun z => A * Real.exp (s * z)) (𝓝[S] 0) (𝓝 A) := by
  have h : Continuous fun z : ℝ => A * Real.exp (s * z) := by fun_prop
  have t : Tendsto (fun z => A * Real.exp (s * z)) (𝓝[S] 0) (𝓝 (A * Real.exp (s * 0))) :=
    (h.tendsto 0).mono_left nhdsWithin_le_nhds
  have e : A * Real.exp (s * 0) = A := by simp
  rwa [e] at t

/-- A quantity with zero slope above the sheet is constant there. -/
lemma const_above {u : ℝ → ℝ} (h : ∀ z, 0 < z → HasDerivAt u 0 z) :
    ∃ c, ∀ z, 0 < z → u z = c :=
  ⟨u 1, fun _ hz => (isOpen_Ioi (a := (0 : ℝ))).is_const_of_deriv_eq_zero isPreconnected_Ioi
    (fun x hx => (h x hx).differentiableAt.differentiableWithinAt)
    (fun x hx => (h x hx).deriv) (Set.mem_Ioi.2 hz) (Set.mem_Ioi.2 one_pos)⟩

/-- A bounded continuous potential `f` with slope `g` and `f'' = q² f` above the sheet
decays there as `f(0) exp (-q z)`. -/
theorem evanescent_decay {q M : ℝ} {f g : ℝ → ℝ} (hq : 0 < q) (hc : Continuous f)
    (hM : ∀ z, |f z| ≤ M) (hf : ∀ z, 0 < z → HasDerivAt f (g z) z)
    (hg : ∀ z, 0 < z → HasDerivAt g (q ^ 2 * f z) z) :
    ∀ z, 0 < z → f z = f 0 * Real.exp (-q * z) ∧ g z = -q * f 0 * Real.exp (-q * z) := by
  have hinv : ∀ z, Real.exp (-q * z) * Real.exp (q * z) = 1 := fun z => by
    rw [← Real.exp_add]; simp
  -- the amplitudes `c` and `d` of the growing and the decaying wave are constant
  obtain ⟨c, h1⟩ : ∃ c, ∀ z, 0 < z → (g z + q * f z) * Real.exp (-q * z) = c :=
    const_above (u := fun z => (g z + q * f z) * Real.exp (-q * z)) fun x hx =>
      (((hg x hx).fun_add ((hf x hx).const_mul q)).fun_mul (exp_deriv (-q) x)).congr_deriv
        (by ring)
  obtain ⟨d, h2⟩ : ∃ d, ∀ z, 0 < z → (g z - q * f z) * Real.exp (q * z) = d :=
    const_above (u := fun z => (g z - q * f z) * Real.exp (q * z)) fun x hx =>
      (((hg x hx).fun_sub ((hf x hx).const_mul q)).fun_mul (exp_deriv q x)).congr_deriv
        (by ring)
  have h3 : ∀ z, 0 < z → g z + q * f z = c * Real.exp (q * z) := fun z hz => by
    linear_combination Real.exp (q * z) * h1 z hz - (g z + q * f z) * hinv z
  have h4 : ∀ z, 0 < z → g z - q * f z = d * Real.exp (-q * z) := fun z hz => by
    linear_combination Real.exp (-q * z) * h2 z hz - (g z - q * f z) * hinv z
  -- boundedness excludes the growing wave
  have hc0 : c = 0 := by
    by_contra hne
    have hcp : 0 < |c| := abs_pos.2 hne
    have hM0 : 0 ≤ M := (abs_nonneg _).trans (hM 0)
    obtain ⟨n, hn⟩ := exists_nat_gt ((2 * q * M + |d|) / (|c| * q))
    have hn0 : (0 : ℝ) < n := lt_of_le_of_lt (by positivity) hn
    rw [div_lt_iff₀ (by positivity)] at hn
    have e1 : c * Real.exp (q * n) = 2 * q * f n + d * Real.exp (-q * n) := by
      linear_combination h4 n hn0 - h3 n hn0
    have e2 : Real.exp (-q * n) ≤ 1 :=
      Real.exp_le_one_iff.2 (by have := mul_pos hq hn0; linarith)
    have hMn := hM n
    have hb : |c * Real.exp (q * n)| ≤ 2 * q * M + |d| * 1 := by
      calc |c * Real.exp (q * n)| = |2 * q * f n + d * Real.exp (-q * n)| := by rw [e1]
        _ ≤ |2 * q * f n| + |d * Real.exp (-q * n)| := abs_add_le _ _
        _ = 2 * q * |f n| + |d| * Real.exp (-q * n) := by
          rw [abs_mul, abs_mul d, abs_of_pos (by positivity : 0 < 2 * q),
            abs_of_pos (Real.exp_pos _)]
        _ ≤ 2 * q * M + |d| * 1 := by gcongr
    rw [abs_mul, abs_of_pos (Real.exp_pos _)] at hb
    nlinarith [mul_le_mul_of_nonneg_left (Real.add_one_le_exp (q * (n : ℝ))) hcp.le]
  subst hc0
  have h5 : ∀ z, 0 < z → 2 * q * f z = -d * Real.exp (-q * z) := fun z hz => by
    linear_combination h3 z hz - h4 z hz
  -- continuity fixes the amplitude of the decaying wave
  have h6 : 2 * q * f 0 = -d := by
    have l : Tendsto (fun z => 2 * q * f z) (𝓝[>] 0) (𝓝 (2 * q * f 0)) :=
      ((continuous_const.mul hc).tendsto 0).mono_left nhdsWithin_le_nhds
    have e : (fun z => 2 * q * f z) =ᶠ[𝓝[>] (0 : ℝ)] fun z => -d * Real.exp (-q * z) :=
      eventually_nhdsWithin_of_forall fun z hz => h5 z hz
    exact tendsto_nhds_unique (l.congr' e) (exp_limit (-q) (-d) (Set.Ioi 0))
  intro z hz
  have hfz : f z = f 0 * Real.exp (-q * z) := by
    apply mul_left_cancel₀ (by positivity : 2 * q ≠ 0)
    linear_combination h5 z hz - Real.exp (-q * z) * h6
  exact ⟨hfz, by linear_combination h3 z hz - q * hfz⟩

/-- For any real `α`, the sheet potentials are the profiles `φ(0) exp (-q |z|)` whose
amplitude obeys `q (1 + 2π α q) φ(0) = 2π σ`. -/
theorem potential_iff_amplitude {q α σ : ℝ} {φ : ℝ → ℝ} (hq : 0 < q) :
    IsSheetPotential q α σ φ ↔ (∀ z, φ z = φ 0 * Real.exp (-q * |z|)) ∧
      q * sheetDielectric α q * φ 0 = 2 * π * σ := by
  constructor
  · rintro ⟨hc, ⟨M, hM⟩, hd, h2, a, b, ha, hb, hj⟩
    have R := evanescent_decay hq hc hM (fun z hz => (hd z hz.ne').hasDerivAt)
      (fun z hz => h2 z hz.ne')
    -- the lower side is the mirror image of the upper one
    have m1 : ∀ z, 0 < z → HasDerivAt (fun x => φ (-x)) (-deriv φ (-z)) z := fun z hz =>
      ((hd (-z) (neg_ne_zero.2 hz.ne')).hasDerivAt.comp z (hasDerivAt_neg z)).congr_deriv
        (by ring)
    have m2 : ∀ z, 0 < z → HasDerivAt (fun x => -deriv φ (-x)) (q ^ 2 * φ (-z)) z :=
      fun z hz => ((h2 (-z) (neg_ne_zero.2 hz.ne')).comp z
        (hasDerivAt_neg z)).fun_neg.congr_deriv (by ring)
    have L : ∀ z, z < 0 → φ z = φ 0 * Real.exp (q * z) ∧
        deriv φ z = q * φ 0 * Real.exp (q * z) := by
      intro z hz
      have h := evanescent_decay hq (hc.comp continuous_neg) (fun z => hM (-z)) m1 m2
        (-z) (neg_pos.2 hz)
      simp only [Function.comp_apply, neg_neg, neg_zero, neg_mul_neg] at h
      exact ⟨h.1, by linear_combination -h.2⟩
    have ha' : a = -q * φ 0 := tendsto_nhds_unique ha ((exp_limit (-q) _ _).congr'
      (eventually_nhdsWithin_of_forall fun z hz => (R z hz).2.symm))
    have hb' : b = q * φ 0 := tendsto_nhds_unique hb ((exp_limit q _ _).congr'
      (eventually_nhdsWithin_of_forall fun z hz => (L z hz).2.symm))
    refine ⟨fun z => ?_, ?_⟩
    · rcases lt_trichotomy z 0 with h | h | h
      · rw [abs_of_neg h, neg_mul_neg]; exact (L z h).1
      · subst h; simp
      · rw [abs_of_pos h]; exact (R z h).1
    · rw [ha', hb'] at hj
      unfold sheetDielectric
      linear_combination (-1 / 2) * hj
  · rintro ⟨hp, hA⟩
    have hR : ∀ z, 0 < z → HasDerivAt φ (-q * φ 0 * Real.exp (-q * z)) z := by
      intro z hz
      refine (((exp_deriv (-q) z).const_mul (φ 0)).congr_of_eventuallyEq ?_).congr_deriv
        (by ring)
      filter_upwards [eventually_gt_nhds hz] with x hx
      rw [hp x, abs_of_pos hx]
    have hL : ∀ z, z < 0 → HasDerivAt φ (q * φ 0 * Real.exp (q * z)) z := by
      intro z hz
      refine (((exp_deriv q z).const_mul (φ 0)).congr_of_eventuallyEq ?_).congr_deriv
        (by ring)
      filter_upwards [eventually_lt_nhds hz] with x hx
      rw [hp x, abs_of_neg hx, neg_mul_neg]
    refine ⟨?_, ⟨|φ 0|, fun z => ?_⟩, fun z hz => ?_, fun z hz => ?_,
      -q * φ 0, q * φ 0, ?_, ?_, ?_⟩
    · exact (by fun_prop : Continuous fun z : ℝ => φ 0 * Real.exp (-q * |z|)).congr
        fun z => (hp z).symm
    · rw [hp z, abs_mul, abs_of_pos (Real.exp_pos _)]
      exact mul_le_of_le_one_right (abs_nonneg _) (Real.exp_le_one_iff.2
        (by have := mul_nonneg hq.le (abs_nonneg z); linarith))
    · rcases lt_or_gt_of_ne hz with h | h
      · exact (hL z h).differentiableAt
      · exact (hR z h).differentiableAt
    · rcases lt_or_gt_of_ne hz with h | h
      · refine (((exp_deriv q z).const_mul (q * φ 0)).congr_of_eventuallyEq ?_).congr_deriv
          (by rw [hp z, abs_of_neg h, neg_mul_neg]; ring)
        filter_upwards [eventually_lt_nhds h] with x hx using (hL x hx).deriv
      · refine (((exp_deriv (-q) z).const_mul (-q * φ 0)).congr_of_eventuallyEq
          ?_).congr_deriv (by rw [hp z, abs_of_pos h]; ring)
        filter_upwards [eventually_gt_nhds h] with x hx using (hR x hx).deriv
    · exact (exp_limit (-q) _ _).congr'
        (eventually_nhdsWithin_of_forall fun z hz => (hR z hz).deriv.symm)
    · exact (exp_limit q _ _).congr'
        (eventually_nhdsWithin_of_forall fun z hz => (hL z hz).deriv.symm)
    · unfold sheetDielectric at hA
      linear_combination (-2) * hA

/-- The dielectric function of a sheet with `α ≥ 0` is positive. -/
lemma sheetDielectric_pos {q α : ℝ} (hq : 0 < q) (hα : 0 ≤ α) : 0 < sheetDielectric α q := by
  unfold sheetDielectric; positivity

/-- The potential of a polarisable sheet with external charge amplitude `σ` is exactly
`2π σ exp (-q |z|) / (q (1 + 2π α q))`. -/
theorem sheet_potential_iff {q α σ : ℝ} {φ : ℝ → ℝ} (hq : 0 < q) (hα : 0 ≤ α) :
    IsSheetPotential q α σ φ ↔
      ∀ z, φ z = 2 * π * σ * Real.exp (-q * |z|) / (q * sheetDielectric α q) := by
  have hD : q * sheetDielectric α q ≠ 0 := (mul_pos hq (sheetDielectric_pos hq hα)).ne'
  rw [potential_iff_amplitude hq]
  constructor
  · rintro ⟨hp, hA⟩ z
    rw [hp z, eq_div_iff hD]
    linear_combination Real.exp (-q * |z|) * hA
  · intro h
    have h0 : φ 0 = 2 * π * σ / (q * sheetDielectric α q) := by
      rw [h 0, abs_zero, mul_zero, Real.exp_zero, mul_one]
    refine ⟨fun z => by rw [h z, h0]; ring, ?_⟩
    rw [eq_div_iff hD] at h0
    linear_combination h0

/-- At every height, the potential of the unpolarisable sheet is `1 + 2π α q` times that of
the polarisable sheet with the same external charge. -/
theorem bare_eq_dielectric_mul_screened {q α σ : ℝ} {φ₀ φ : ℝ → ℝ} (hq : 0 < q) (hα : 0 ≤ α)
    (h₀ : IsSheetPotential q 0 σ φ₀) (h : IsSheetPotential q α σ φ) (z : ℝ) :
    φ₀ z = sheetDielectric α q * φ z := by
  have hε := (sheetDielectric_pos hq hα).ne'
  have e0 : sheetDielectric 0 q = 1 := by simp [sheetDielectric]
  rw [(sheet_potential_iff hq le_rfl).1 h₀ z, (sheet_potential_iff hq hα).1 h z, e0]
  field_simp

/-- The external plus induced charge amplitude on the sheet is `σ / (1 + 2π α q)`. -/
theorem total_charge {q α σ : ℝ} {φ : ℝ → ℝ} (hq : 0 < q) (hα : 0 ≤ α)
    (h : IsSheetPotential q α σ φ) :
    σ - α * q ^ 2 * φ 0 = σ / sheetDielectric α q := by
  have hA := ((potential_iff_amplitude hq).1 h).2
  rw [eq_div_iff (sheetDielectric_pos hq hα).ne']
  unfold sheetDielectric at hA ⊢
  linear_combination (-α * q) * hA

/-- Where the dielectric function vanishes, a sheet with nonzero external charge amplitude
has no bounded potential. -/
theorem no_potential_of_dielectric_zero {q α σ : ℝ} {φ : ℝ → ℝ} (hq : 0 < q)
    (hε : sheetDielectric α q = 0) (hσ : σ ≠ 0) : ¬ IsSheetPotential q α σ φ := by
  intro h
  have hA := ((potential_iff_amplitude hq).1 h).2
  have hne : 2 * π * σ ≠ 0 := mul_ne_zero (by positivity) hσ
  apply hne
  rw [← hA, hε]
  ring

end SheetScreening
```

```lean
#print axioms SheetScreening.bare_eq_dielectric_mul_screened
-- 'SheetScreening.bare_eq_dielectric_mul_screened' depends on axioms: [propext, Classical.choice, Quot.sound]
#print axioms SheetScreening.total_charge
-- 'SheetScreening.total_charge' depends on axioms: [propext, Classical.choice, Quot.sound]
#print axioms SheetScreening.no_potential_of_dielectric_zero
-- 'SheetScreening.no_potential_of_dielectric_zero' depends on axioms: [propext, Classical.choice, Quot.sound]
```

## All bounded potentials of the sheet

The main theorem, `sheet_potential_iff`, treats any wavenumber $q>0$, polarisability $\alpha\ge 0$ and real external charge amplitude $\sigma$. It says that a function $\varphi$ is a bounded potential of the sheet if and only if, for every height $z$,

$$\varphi(z)=\frac{2\pi\sigma\,e^{-q|z|}}{q\,(1+2\pi\alpha q)}.$$

Thus the formula does give a potential, and there is no other bounded one. The factor $1+2\pi\alpha q$ is `sheetDielectric α q`.

"Bounded potential" means `IsSheetPotential q α σ φ`, whose fields are these:

- `continuous` and `bounded` hold on the whole line, including the sheet.
- `differentiable` and `laplace` say that away from $z=0$ the slope $\varphi'$ exists and has the derivative $q^2\varphi$.
- `jump` says that $\varphi'$ has a limit $a$ from above the sheet and a limit $b$ from below, with $a-b=-4\pi(\sigma-\alpha q^2\varphi(0))$.

Two further theorems justify the name "dielectric function". By `bare_eq_dielectric_mul_screened`, the potential of the unpolarisable sheet is $1+2\pi\alpha q$ times the screened one at every height. By `total_charge`, the external and induced charges add up to $\sigma/(1+2\pi\alpha q)$.

## Where the slope condition comes from

In Gaussian units, write the full potential as $\varphi(z)\cos(qx)$ and the external surface charge as $\sigma\cos(qx)$. Off the sheet there is no charge, and Laplace's equation becomes $\varphi''=q^2\varphi$. Across the sheet, Gauss's law makes the slope jump by $-4\pi$ times the total surface charge amplitude.

The induced part of that charge follows from linear response. The in-plane field polarises the sheet by $P=-\alpha\,\partial_x(\varphi(0)\cos qx)$, and the induced charge is $-\partial_x P$, with amplitude $-\alpha q^2\varphi(0)$. Here $\alpha$ is a length. The Lean structure takes this response law as given; it isn't derived from an electronic structure.

The model is a static, infinitely thin sheet in vacuum, with a local linear response and no substrate. For a unit point charge in the sheet, every in-plane Fourier component has $\sigma=1$, and $2\pi/(q(1+2\pi\alpha q))$ is then, in Fourier space, the thin-sheet form of the Rytova–Keldysh potential. Multiplied by $-e^2$, it gives an electron–hole attraction used in models of two-dimensional excitons. The theorems concern one wavenumber at a time and leave aside the sum over $q$ that gives the interaction in real space.

## The decaying wave and its amplitude

Above the sheet, consider the two quantities

$$c=(\varphi'+q\varphi)\,e^{-qz},\qquad d=(\varphi'-q\varphi)\,e^{qz}.$$

Their slopes vanish because $\varphi''=q^2\varphi$:

$$c'=(q^2\varphi+q\varphi'-q\varphi'-q^2\varphi)\,e^{-qz}=0,$$
$$d'=(q^2\varphi-q\varphi'+q\varphi'-q^2\varphi)\,e^{qz}=0.$$

So $c$ and $d$ are constants, and subtracting the two definitions gives

$$2q\varphi(z)=c\,e^{qz}-d\,e^{-qz}.$$

If $c\neq 0$, the first term grows without limit while the second stays bounded, which contradicts the boundedness of $\varphi$. Hence $c=0$. Letting $z\to0^+$ and using continuity gives $2q\varphi(0)=-d$, and therefore

$$\varphi(z)=\varphi(0)e^{-qz},\qquad \varphi'(z)=-q\varphi(0)e^{-qz}\qquad(z>0).$$

This is `evanescent_decay`. The lemma `exp_deriv` differentiates the exponentials, and `const_above` turns zero slope into constancy on the half-line. To exclude $c\neq0$, the proof takes a bound $M$ on $|\varphi|$ and evaluates at a large integer height $n$. The inequality $e^{qn}\ge 1+qn$ then gives $|c|(1+qn)\le 2qM+|d|$, which fails once $n$ is large enough. The limit at the sheet uses `exp_limit` and the uniqueness of limits, and the `linear_combination` steps carry out the algebra between the displayed equations.

Below the sheet, the mirror image $\varphi(-z)$ obeys the same equation, with slope $-\varphi'(-z)$. Applying `evanescent_decay` to it gives $\varphi(z)=\varphi(0)e^{qz}$ for $z<0$. The one-sided slopes at the sheet are thus $a=-q\varphi(0)$ and $b=q\varphi(0)$, and the jump condition reads

$$-2q\varphi(0)=-4\pi\bigl(\sigma-\alpha q^2\varphi(0)\bigr).$$

Dividing by $-2$ and collecting the terms in $\varphi(0)$ gives

$$q\,(1+2\pi\alpha q)\,\varphi(0)=2\pi\sigma.$$

Conversely, suppose that $\varphi(z)=\varphi(0)e^{-q|z|}$ and that the amplitude obeys this equation. The profile is continuous and bounded by $|\varphi(0)|$, differentiating it twice on either side gives $q^2\varphi$, and reading the last two equations backwards restores the jump. Both directions together form `potential_iff_amplitude`, which holds for every real $\alpha$.

The sign of $\alpha$ enters only at the end. For $\alpha\ge0$ the dielectric function is positive (`sheetDielectric_pos`), so one may divide by $q(1+2\pi\alpha q)$ and obtain the main theorem. Setting $\alpha=0$ and comparing gives the ratio of bare to screened potential. Inserting $\varphi(0)$ into the total charge gives

$$\sigma-\alpha q^2\varphi(0)=\sigma-\frac{2\pi\alpha q\,\sigma}{1+2\pi\alpha q}=\frac{\sigma}{1+2\pi\alpha q}.$$

## The same sheet at three times the wavenumber

Keep $\alpha=1/(2\pi)$ and $\sigma=1$, but take $q=3$. The dielectric function is now $1+3=4$, and the potential at the sheet is $2\pi/(3\cdot4)=\pi/6$, against $2\pi/3$ without polarisation. The induced charge is

$$-\frac{1}{2\pi}\cdot 9\cdot\frac{\pi}{6}=-\frac34,$$

which leaves a total of $1/4$. The slopes at the sheet are $-\pi/2$ above and $+\pi/2$ below. Their difference, $-\pi$, equals $-4\pi\cdot\frac14$, as the jump condition requires. The sheet screened the wave with $q=1$ by a factor of 2 and screens this shorter one by a factor of 4.

## Without boundedness, or with negative polarisability

If boundedness is given up, uniqueness is lost. The function $\sinh(qz)$ satisfies $\varphi''=q^2\varphi$, vanishes at the sheet and has the same slope on both sides. Adding any multiple of it to a potential leaves every other condition intact. Physically, it describes a field whose sources lie far from the sheet.

If $\alpha$ may be negative, the dielectric function can vanish, as it does for $q=1$ and $\alpha=-1/(2\pi)$. The amplitude equation then reads $0\cdot\varphi(0)=2\pi\sigma$. For $\sigma\neq0$ it has no solution, and `no_potential_of_dielectric_zero` states that no bounded potential exists. For $\sigma=0$ every amplitude is allowed: $e^{-|z|}$ is then a bounded potential without any external charge. This is a mathematical test of the hypothesis $\alpha\ge0$: in this static model, with one $\alpha$ for all wavenumbers, a negative value does not describe a stable material.
